# In a two-level pair problem with coupling K, excitation energy 2D and 0 < K < D, the doubles equation with its quadratic term reversed to the ring-type sign gives an energy below second order and below the exact energy

Take a reference state coupled to one doubly excited state, with coupling \(K=3\) and excitation energy \(2D=10\). The exact doubles equation \(3+10t-3t^2=0\) gives the correlation energy \(3t=5-\sqrt{34}\approx-0.831\). Without the quadratic term I get \(-0.9\). With only its sign reversed, to the sign that it has in ring-type doubles, I get \(3r=-1\). The reversed sign seems to push the energy past the second-order value, in the wrong direction.

I believe that this holds whenever \(0<K<D\): if \(|t|,|r|<1\) solve

\[
K+2Dt-Kt^2=0,\qquad K+2Dr+Kr^2=0,
\]

then \(Kt\) is the lowest eigenvalue of the two-state Hamiltonian, and \(Kr<-K^2/(2D)<Kt<0\). Can this be proved rigorously, with a machine-checked proof?

## One equation with a variable sign

Yes. Put the three schemes into one family,

\[
K+2Dx+sKx^2=0,\qquad |x|<1,
\]

where \(x\) is the pair amplitude and \(Kx\) the correlation energy. The weight \(s\) is \(-1\) for the exact equation, \(0\) for second order and \(1\) for the ring-type equation.

**The exact energy.** With \(H=\begin{pmatrix}0&K\\K&2D\end{pmatrix}\), the exact equation gives

\[
H\begin{pmatrix}1\\t\end{pmatrix}=\begin{pmatrix}Kt\\K+2Dt\end{pmatrix}=\begin{pmatrix}Kt\\Kt^2\end{pmatrix}=Kt\begin{pmatrix}1\\t\end{pmatrix}.
\]

Now let \(E\) be any eigenvalue, with eigenvector \((v_0,v_1)\). Then \(Kv_1=Ev_0\) and \(Kv_0+2Dv_1=Ev_1\). If \(v_0\) vanished, so would \(v_1\); hence \(v_0\neq0\), and eliminating \(v_1\) gives \(E^2-2DE-K^2=0\). The energy \(Kt\) satisfies the same equation. Subtraction yields

\[
(E-Kt)(E+Kt-2D)=0.
\]

Either \(E=Kt\), or \(E=2D-Kt\), which is larger because \(Kt<K<D\).

**The ordering.** Let \(x_1,x_2\) be amplitudes for weights \(s_1<s_2\), with \(|s_1|\le1\). Subtracting their equations and collecting terms gives

\[
(x_1-x_2)\bigl[2D+Ks_1(x_1+x_2)\bigr]=K(s_2-s_1)x_2^2.
\]

The bracket is at least \(2D-2K>0\). The right side is positive, since \(x_2=0\) would force \(K=0\). Therefore \(x_2<x_1\), and the energy falls as \(s\) grows. The second-order amplitude is \(-K/(2D)\), of magnitude below \(1/2\). Comparing weights \(0\) and \(1\), then \(-1\) and \(0\), gives \(Kr<-K^2/(2D)<Kt\). Finally, \(2Dt=-K(1-t^2)<0\), so \(Kt<0\).

**The size of the error.** Write \(e_t=Kt\), \(e_r=Kr\) and \(e_2=-K^2/(2D)\). Multiplying both amplitude equations by \(K\) and adding them gives

\[
2D(e_t+e_r-2e_2)=e_t^2-e_r^2<0,
\]

because \(e_r<e_t<0\). Hence \(e_t-e_r>2(e_t-e_2)\): the ring-type error is more than twice the second-order error.

**Closed forms.** Completing the square gives \((D-Kt)^2=D^2+K^2\) and \((D+Kr)^2=D^2-K^2\). Both bases are positive, so

\[
Kt=D-\sqrt{D^2+K^2},\qquad Kr=\sqrt{D^2-K^2}-D.
\]

Conversely, both square roots lie strictly between \(D-K\) and \(D+K\), so these energies have magnitude below \(K\) and belong to valid amplitudes. If \(|D|<K\), the ring-type equation would require \((Kr+D)^2=D^2-K^2<0\), which no real \(r\) satisfies.

For weak coupling, the exact and ring-type energies are \(-K^2/(2D)\pm K^4/(8D^3)\) to fourth order in \(K\), with the upper sign for the exact one. The ratio of the two errors therefore tends to 2 as \(K/D\to0\), and the factor two is the best possible constant.

The subtraction argument also gives uniqueness, which the Lean code contains only for \(s=\pm1\), through the closed forms: setting \(s_1=s_2\) makes the right side zero, so each weight with \(|s|\le1\) admits at most one amplitude.

## What the Lean statements say about the model

`pairHamiltonian K D` is the real matrix \(H\). Index `0` is the reference state, whose energy is set to zero, and index `1` is the doubly excited state. `IsPairAmplitude K D s x` combines the amplitude equation with \(|x|<1\), which selects the root connected to weak coupling.

The main theorem, `ring_overcorrelates`, takes \(0<K<D\) and amplitudes `t` and `r` for weights \(-1\) and \(1\). An eigenvalue is a real `E` for which some nonzero `v` satisfies `pairHamiltonian K D *ᵥ v = E • v`. `IsLeast` says that \(Kt\) is such a value and that no other is lower. The remaining conjuncts are the three inequalities. `amplitudes_witness` supplies both amplitudes for every \(0<K<D\), so the theorem applies throughout that range.

The excitation energy \(2D\) is the gap between the diagonal elements of \(H\), not the gap \(2\sqrt{D^2+K^2}\) between its eigenvalues, and the condition \(K<D\) means that the coupling is smaller than half of \(2D\). The sign \(K>0\) is a phase convention for the doubly excited state. Second order here means that the full diagonal of \(H\) is the zeroth-order Hamiltonian, so the denominator is \(2D\) and not a bare orbital-energy difference.

The model borrows from ring-type doubles, the form of coupled cluster related to the random-phase approximation (RPA), only the sign of the quadratic term. An actual ring calculation also changes the linear terms, and its energy formula can carry a different prefactor: for a single excitation whose RPA matrices \(A\) and \(B\) are the numbers \(D\) and \(K\), the direct RPA correlation energy is \(Kr/2\), not \(Kr\). The result therefore does not order the RPA, second-order and exact energies of a molecule.

```lean
import Mathlib

open Matrix

namespace RingOvercorrelation

noncomputable section

/-- The Hamiltonian of a reference state and one doubly excited state, with coupling `K` and
excitation energy `2 * D`; the reference energy is the zero of energy. -/
def pairHamiltonian (K D : ℝ) : Matrix (Fin 2) (Fin 2) ℝ := !![0, K; K, 2 * D]

/-- `x` is a pair amplitude of absolute value below one solving the doubles equation whose
quadratic term has weight `s`: `s = -1` is the exact equation of the two-level problem, `s = 0`
the second-order one, `s = 1` the ring-type one. -/
def IsPairAmplitude (K D s x : ℝ) : Prop :=
  |x| < 1 ∧ K + 2 * D * x + s * K * x ^ 2 = 0

/-- The amplitude equation rewritten as an equation for the correlation energy `K * x`. -/
theorem isPairAmplitude_iff_energy {K D s x : ℝ} (hK : 0 < K) :
    IsPairAmplitude K D s x ↔
      |K * x| < K ∧ K ^ 2 + 2 * D * (K * x) + s * (K * x) ^ 2 = 0 := by
  have h1 : |K * x| < K ↔ |x| < 1 := by
    rw [abs_mul, abs_of_pos hK]
    constructor <;> intro h <;> nlinarith
  have h2 : K ^ 2 + 2 * D * (K * x) + s * (K * x) ^ 2
      = K * (K + 2 * D * x + s * K * x ^ 2) := by ring
  rw [h1, h2, mul_eq_zero, or_iff_right hK.ne']
  exact Iff.rfl

/-- For `0 < K < D`, raising the weight of the quadratic term from a value in `[-1, 1]` strictly
lowers the correlation energy. -/
theorem energy_lt_of_weight_lt {K D s₁ s₂ x₁ x₂ : ℝ} (hK : 0 < K) (hKD : K < D)
    (hs₁ : |s₁| ≤ 1) (hs : s₁ < s₂) (h₁ : IsPairAmplitude K D s₁ x₁)
    (h₂ : IsPairAmplitude K D s₂ x₂) : K * x₂ < K * x₁ := by
  obtain ⟨a₁, e₁⟩ := h₁
  obtain ⟨a₂, e₂⟩ := h₂
  rw [abs_lt] at a₁ a₂
  have hx : x₂ ≠ 0 := by
    rintro rfl
    apply hK.ne'
    linear_combination e₂
  have hsum : |x₁ + x₂| ≤ 2 := abs_le.2 ⟨by linarith [a₁.1, a₂.1], by linarith [a₁.2, a₂.2]⟩
  have hy : |s₁ * (x₁ + x₂)| ≤ 1 * 2 := by
    rw [abs_mul]
    exact mul_le_mul hs₁ hsum (abs_nonneg _) zero_le_one
  have hy' : -2 ≤ s₁ * (x₁ + x₂) := by linarith [(abs_le.1 hy).1]
  have hF : 0 < 2 * D + K * (s₁ * (x₁ + x₂)) := by
    have := mul_le_mul_of_nonneg_left hy' hK.le
    linarith
  -- the difference of the two amplitude equations, factorised
  have key : (x₁ - x₂) * (2 * D + K * (s₁ * (x₁ + x₂))) = K * (s₂ - s₁) * x₂ ^ 2 := by
    linear_combination e₁ - e₂
  have hpos : 0 < K * (s₂ - s₁) * x₂ ^ 2 :=
    mul_pos (mul_pos hK (sub_pos.2 hs)) (by positivity)
  have hlt : x₂ < x₁ := by
    by_contra h
    have h' := mul_nonneg (sub_nonneg.2 (not_lt.1 h)) hF.le
    linarith
  exact mul_lt_mul_of_pos_left hlt hK

/-- The amplitude of the exact doubles equation gives the least eigenvalue of the pair
Hamiltonian. -/
theorem exact_energy_isLeast {K D t : ℝ} (hK : 0 < K) (hKD : K < D)
    (ht : IsPairAmplitude K D (-1) t) :
    IsLeast {E : ℝ | ∃ v : Fin 2 → ℝ, v ≠ 0 ∧ pairHamiltonian K D *ᵥ v = E • v} (K * t) := by
  obtain ⟨a, e⟩ := ht
  constructor
  · -- the eigenvector in intermediate normalisation
    refine ⟨![1, t], fun h => by simpa using congrFun h 0, ?_⟩
    ext i
    fin_cases i
    · simp [pairHamiltonian, Matrix.mulVec, dotProduct, Fin.sum_univ_succ]
    · simp [pairHamiltonian, Matrix.mulVec, dotProduct, Fin.sum_univ_succ]
      linear_combination e
  · rintro E ⟨v, hv, hE⟩
    have h0 : K * v 1 = E * v 0 := by
      simpa [pairHamiltonian, Matrix.mulVec, dotProduct, Fin.sum_univ_succ] using congrFun hE 0
    have h1 : K * v 0 + 2 * D * v 1 = E * v 1 := by
      simpa [pairHamiltonian, Matrix.mulVec, dotProduct, Fin.sum_univ_succ] using congrFun hE 1
    have hv0 : v 0 ≠ 0 := by
      intro h
      have hv1 : v 1 = 0 := by
        rw [h, mul_zero] at h0
        exact (mul_eq_zero.1 h0).resolve_left hK.ne'
      apply hv
      ext i
      fin_cases i
      · exact h
      · exact hv1
    -- both energies solve the secular equation
    have hsec : v 0 * ((E - K * t) * (E + K * t - 2 * D)) = 0 := by
      linear_combination (2 * D - E) * h0 - K * h1 + v 0 * K * e
    rcases mul_eq_zero.1 ((mul_eq_zero.1 hsec).resolve_left hv0) with h | h
    · linarith
    · have := mul_lt_mul_of_pos_left (abs_lt.1 a).2 hK
      linarith

/-- The second-order amplitude is `-K / (2 * D)`. -/
theorem second_order_amplitude {K D : ℝ} (hK : 0 < K) (hKD : K < D) :
    IsPairAmplitude K D 0 (-K / (2 * D)) := by
  have hD : 0 < D := hK.trans hKD
  have h2D : 0 < 2 * D := by linarith
  refine ⟨abs_lt.2 ⟨?_, ?_⟩, ?_⟩
  · rw [lt_div_iff₀ h2D]
    linarith
  · rw [div_lt_iff₀ h2D]
    linarith
  · have h : 2 * D * (-K / (2 * D)) = -K := by field_simp
    rw [h]
    ring

/-- The exact amplitude `t` gives the least eigenvalue `K * t` of the pair Hamiltonian, and the
ring-type energy `K * r` lies below the second-order energy, which lies below the exact one. -/
theorem ring_overcorrelates {K D t r : ℝ} (hK : 0 < K) (hKD : K < D)
    (ht : IsPairAmplitude K D (-1) t) (hr : IsPairAmplitude K D 1 r) :
    IsLeast {E : ℝ | ∃ v : Fin 2 → ℝ, v ≠ 0 ∧ pairHamiltonian K D *ᵥ v = E • v} (K * t) ∧
      K * r < -K ^ 2 / (2 * D) ∧ -K ^ 2 / (2 * D) < K * t ∧ K * t < 0 := by
  have h2 := second_order_amplitude hK hKD
  have hE : K * (-K / (2 * D)) = -K ^ 2 / (2 * D) := by ring
  refine ⟨exact_energy_isLeast hK hKD ht, ?_, ?_, ?_⟩
  · rw [← hE]
    exact energy_lt_of_weight_lt hK hKD (by norm_num) (by norm_num) h2 hr
  · rw [← hE]
    exact energy_lt_of_weight_lt hK hKD (by norm_num) (by norm_num) ht h2
  · obtain ⟨a, e⟩ := ht
    rw [abs_lt] at a
    have h1 : 0 < K * (1 - t ^ 2) := mul_pos hK (by nlinarith [a.1, a.2])
    have htneg : t < 0 := by
      by_contra h
      have := mul_nonneg (hK.trans hKD).le (not_lt.1 h)
      linarith
    exact mul_neg_of_pos_of_neg hK htneg

/-- The ring-type energy misses the exact energy by more than twice the error of second order. -/
theorem ring_error_gt_twice_second_order {K D t r : ℝ} (hK : 0 < K) (hKD : K < D)
    (ht : IsPairAmplitude K D (-1) t) (hr : IsPairAmplitude K D 1 r) :
    2 * (K * t - -K ^ 2 / (2 * D)) < K * t - K * r := by
  obtain ⟨-, h1, h2, h3⟩ := ring_overcorrelates hK hKD ht hr
  have hD : 0 < D := hK.trans hKD
  have hE : -K ^ 2 / (2 * D) * (2 * D) = -K ^ 2 := by field_simp
  -- `2 * D` times (twice the second-order error minus the ring-type error), as a difference of squares
  have key : 2 * D * (K * t + K * r - 2 * (-K ^ 2 / (2 * D))) = (K * t) ^ 2 - (K * r) ^ 2 := by
    linear_combination K * ht.2 + K * hr.2 - 2 * hE
  have hsq : (K * t) ^ 2 < (K * r) ^ 2 := by nlinarith
  by_contra h
  have h' : 0 ≤ K * t + K * r - 2 * (-K ^ 2 / (2 * D)) := by linarith
  have := mul_nonneg (by linarith : (0 : ℝ) ≤ 2 * D) h'
  linarith

/-- Closed forms of the exact and the ring-type correlation energy, each of which characterises
its amplitude. -/
theorem energy_closed_forms {K D : ℝ} (hK : 0 < K) (hKD : K < D) (x : ℝ) :
    (IsPairAmplitude K D (-1) x ↔ K * x = D - √(D ^ 2 + K ^ 2)) ∧
      (IsPairAmplitude K D 1 x ↔ K * x = √(D ^ 2 - K ^ 2) - D) := by
  have hD : 0 < D := hK.trans hKD
  have hDK : 0 < D * K := mul_pos hD hK
  rw [isPairAmplitude_iff_energy hK, isPairAmplitude_iff_energy hK]
  refine ⟨⟨?_, fun h => ?_⟩, ⟨?_, fun h => ?_⟩⟩
  · rintro ⟨a, e⟩
    have hs : D ^ 2 + K ^ 2 = (D - K * x) ^ 2 := by linear_combination e
    rw [hs, Real.sqrt_sq (by linarith [(abs_lt.1 a).2])]
    ring
  · have hS : √(D ^ 2 + K ^ 2) ^ 2 = D ^ 2 + K ^ 2 := Real.sq_sqrt (by positivity)
    have hu : √(D ^ 2 + K ^ 2) < D + K := (Real.sqrt_lt' (by linarith)).2 (by nlinarith)
    have hl : D - K < √(D ^ 2 + K ^ 2) := (Real.lt_sqrt (by linarith)).2 (by nlinarith)
    rw [h]
    exact ⟨abs_lt.2 ⟨by linarith, by linarith⟩, by linear_combination -hS⟩
  · rintro ⟨a, e⟩
    have hs : D ^ 2 - K ^ 2 = (K * x + D) ^ 2 := by linear_combination -e
    rw [hs, Real.sqrt_sq (by linarith [(abs_lt.1 a).1])]
    ring
  · have hS : √(D ^ 2 - K ^ 2) ^ 2 = D ^ 2 - K ^ 2 := Real.sq_sqrt (by nlinarith)
    have hu : √(D ^ 2 - K ^ 2) < D + K := (Real.sqrt_lt' (by linarith)).2 (by nlinarith)
    have hl : D - K < √(D ^ 2 - K ^ 2) := (Real.lt_sqrt (by linarith)).2 (by nlinarith)
    rw [h]
    exact ⟨abs_lt.2 ⟨by linarith, by linarith⟩, by linear_combination hS⟩

/-- Explicit exact and ring-type amplitudes for every coupling `0 < K < D`. -/
theorem amplitudes_witness {K D : ℝ} (hK : 0 < K) (hKD : K < D) :
    IsPairAmplitude K D (-1) ((D - √(D ^ 2 + K ^ 2)) / K) ∧
      IsPairAmplitude K D 1 ((√(D ^ 2 - K ^ 2) - D) / K) :=
  ⟨(energy_closed_forms hK hKD _).1.2 (by field_simp),
    (energy_closed_forms hK hKD _).2.2 (by field_simp)⟩

/-- When the coupling exceeds `|D|`, the ring-type equation has no real solution. -/
theorem ring_no_real_solution {K D : ℝ} (h : |D| < K) (r : ℝ) :
    K + 2 * D * r + K * r ^ 2 ≠ 0 := by
  intro e
  obtain ⟨h1, h2⟩ := abs_lt.1 h
  have hpos : 0 < (K - D) * (K + D) := mul_pos (by linarith) (by linarith)
  -- completing the square
  have hsq : (K * r + D) ^ 2 + (K - D) * (K + D) = 0 := by linear_combination K * e
  linarith [sq_nonneg (K * r + D)]

end

end RingOvercorrelation
```

```lean
#print axioms RingOvercorrelation.ring_error_gt_twice_second_order
#print axioms RingOvercorrelation.ring_no_real_solution
```

```
'RingOvercorrelation.ring_error_gt_twice_second_order' depends on axioms: [propext, Classical.choice, Quot.sound]
'RingOvercorrelation.ring_no_real_solution' depends on axioms: [propext, Classical.choice, Quot.sound]
```

## How the proof follows the algebra

`isPairAmplitude_iff_energy` multiplies the amplitude equation by \(K\), turning it into an equation for the energy. The closed forms start from this version.

`energy_lt_of_weight_lt` carries the ordering argument. Its `hF` is the positivity of the bracket, and `key` is the factorised difference. There `linear_combination e₁ - e₂` verifies that subtracting the two equations gives exactly that identity. Assuming \(x_1\le x_2\) then makes the left side nonpositive, which contradicts `hpos`.

`exact_energy_isLeast` has two parts, matching the two demands of `IsLeast`. The first checks the eigenvector `![1, t]` component by component. This vector is in intermediate normalisation; the normalised state is \((1,t)/\sqrt{1+t^2}\), with doubly excited weight \(t^2/(1+t^2)\). The second part reads off the two component equations as `h0` and `h1`, shows `v 0 ≠ 0`, and obtains the factorised secular equation `hsec`. Its two factors give the two cases found above.

`second_order_amplitude` checks that \(-K/(2D)\) satisfies the definition at weight zero. `ring_overcorrelates` then applies the ordering lemma twice and proves \(t<0\) from the exact equation.

In `ring_error_gt_twice_second_order`, `key` is the sum of the two energy equations, and `hsq` compares the squared energies. `energy_closed_forms` proves each direction separately: completing the square leads from an amplitude to its closed form, while the bounds `hl` and `hu` on the square root lead back. `amplitudes_witness` divides the closed forms by \(K\), and `ring_no_real_solution` uses the fact that a square plus a positive number cannot be zero.
